# Harmonic virial theorem: the long-time average of K − V vanishes for finitely many oscillators with positive definite force constants

A mass $m$ on a spring of stiffness $k>0$ obeys $m\ddot u=-ku$. With velocity $v=\dot u$, the product $G=muv$ changes at the rate
$$\dot G=mv^2-ku^2=2(K-V),$$
where $K=\frac12mv^2$ and $V=\frac12ku^2$ are the kinetic and potential energies. The average of $K-V$ over $[0,T]$ is therefore $(G(T)-G(0))/(2T)$. Since $|G|\le\sqrt{m/k}\,(K+V)$ and the energy is conserved, this average falls off at least as fast as $1/T$.

The same argument works for coupled oscillators in any mixture of modes, without finding the modes. The coordinates are labelled by a finite type `n`, for example the Cartesian components of all atoms.

```lean
import Mathlib

open Matrix Filter Topology

namespace HarmonicVirial

noncomputable section

variable {n : Type*} [Fintype n]
```

## Energies, virial and equation of motion

Each coordinate has its own mass $m_i$, the diagonal entry of the mass matrix. The kinetic energy is $K=\frac12\sum_i m_iv_i^2$.

```lean
/-- Kinetic energy of particles with masses `m` and velocities `v`. -/
def kinetic (m v : n → ℝ) : ℝ := (1 / 2) * ∑ i, m i * v i ^ 2
```

The potential energy, measured from equilibrium, is $V=\frac12u^{\mathsf T}\Phi u$, with $\Phi$ the force-constant matrix.

```lean
/-- Harmonic potential energy of the displacement `x` for the force-constant matrix `Φ`. -/
def potential (Φ : Matrix n n ℝ) (x : n → ℝ) : ℝ := (1 / 2) * (x ⬝ᵥ Φ *ᵥ x)
```

The quantity called `virial` here is $G=\sum_i m_iu_iv_i$. Many textbooks reserve that name for the sum of position times force, up to a constant factor.

```lean
/-- The virial: the sum over coordinates of displacement times momentum. -/
def virial (m x v : n → ℝ) : ℝ := ∑ i, m i * (x i * v i)
```

The time average of $f$ is $\frac1T\int_0^T f(t)\,dt$.

```lean
/-- The average of `f` over the time interval from `0` to `T`, for `T ≠ 0`. -/
def timeAverage (f : ℝ → ℝ) (T : ℝ) : ℝ := (∫ t in (0 : ℝ)..T, f t) / T
```

A motion consists of displacement `u`, velocity `v` and acceleration `a` as functions of time, linked by derivatives at every real time and by $m_ia_i=-(\Phi u)_i$. Using this linear force for the true interatomic force is the harmonic approximation, which the hypotheses take as given.

```lean
/-- The displacement `u`, with velocity `v` and acceleration `a`, obeys Newton's equation
`M u'' = -Φ u` at all times. -/
structure IsMotion (m : n → ℝ) (Φ : Matrix n n ℝ) (u v a : ℝ → n → ℝ) : Prop where
  vel : ∀ t i, HasDerivAt (fun s => u s i) (v t i) t
  acc : ∀ t i, HasDerivAt (fun s => v s i) (a t i) t
  newton : ∀ t i, m i * a t i = -(Φ *ᵥ u t) i
```

## The virial rate and the conserved energy

If $\Phi$ is symmetric, then $x^{\mathsf T}\Phi y=y^{\mathsf T}\Phi x$.

```lean
variable {m : n → ℝ} {Φ : Matrix n n ℝ} {u v a : ℝ → n → ℝ}

/-- For symmetric force constants the bilinear form of the potential is symmetric. -/
theorem form_symm (hΦ : Φᵀ = Φ) (x y : n → ℝ) : x ⬝ᵥ Φ *ᵥ y = y ⬝ᵥ Φ *ᵥ x := by
  rw [Matrix.dotProduct_mulVec x Φ y, ← Matrix.mulVec_transpose, hΦ, dotProduct_comm]
```

The product rule and Newton's equation give
$$\dot G=\sum_i m_i(v_i^2+u_ia_i)=\sum_i m_iv_i^2-u^{\mathsf T}\Phi u=2(K-V).$$
In the proof, `linear_combination` multiplies Newton's equation by $u_i$ in each term.

```lean
/-- Along a harmonic motion the virial changes at the rate `2 (K - V)`. -/
theorem hasDerivAt_virial (h : IsMotion m Φ u v a) (t : ℝ) :
    HasDerivAt (fun s => virial m (u s) (v s))
      (2 * (kinetic m (v t) - potential Φ (u t))) t := by
  have hd : HasDerivAt (fun s => ∑ i, m i * (u s i * v s i))
      (∑ i, m i * (v t i * v t i + u t i * a t i)) t :=
    HasDerivAt.fun_sum fun i _ => ((h.vel t i).fun_mul (h.acc t i)).const_mul (m i)
  refine hd.congr_deriv ?_
  -- Newton's equation turns the acceleration term into the potential energy
  have e : ∑ i, m i * (v t i * v t i + u t i * a t i)
      = ∑ i, m i * v t i ^ 2 - u t ⬝ᵥ Φ *ᵥ u t := by
    simp only [dotProduct]
    rw [← Finset.sum_sub_distrib]
    refine Finset.sum_congr rfl fun i _ => ?_
    linear_combination u t i * h.newton t i
  rw [e]
  unfold kinetic potential
  ring
```

For the total energy,
$$\frac{d}{dt}(K+V)=\sum_i m_iv_ia_i+\tfrac12\left(v^{\mathsf T}\Phi u+u^{\mathsf T}\Phi v\right)=-v^{\mathsf T}\Phi u+v^{\mathsf T}\Phi u=0.$$
The identities `e1` and `e2` give twice the rates of change of $K$ and $V$, and symmetry makes them cancel. A function with zero derivative everywhere is constant.

```lean
/-- For symmetric force constants the total energy keeps its initial value. -/
theorem energy_conserved (hΦ : Φᵀ = Φ) (h : IsMotion m Φ u v a) (t : ℝ) :
    kinetic m (v t) + potential Φ (u t) = kinetic m (v 0) + potential Φ (u 0) := by
  have hE : ∀ t, HasDerivAt (fun s => kinetic m (v s) + potential Φ (u s)) 0 t := by
    intro t
    have hk : HasDerivAt (fun s => ∑ i, m i * (v s i * v s i))
        (∑ i, m i * (a t i * v t i + v t i * a t i)) t :=
      HasDerivAt.fun_sum fun i _ => ((h.acc t i).fun_mul (h.acc t i)).const_mul (m i)
    have hf : ∀ i, HasDerivAt (fun s => (Φ *ᵥ u s) i) ((Φ *ᵥ v t) i) t := by
      intro i
      simp only [Matrix.mulVec, dotProduct]
      exact HasDerivAt.fun_sum fun j _ => (h.vel t j).const_mul (Φ i j)
    have hp : HasDerivAt (fun s => ∑ i, u s i * (Φ *ᵥ u s) i)
        (∑ i, (v t i * (Φ *ᵥ u t) i + u t i * (Φ *ᵥ v t) i)) t :=
      HasDerivAt.fun_sum fun i _ => (h.vel t i).fun_mul (hf i)
    have hfun : (fun s => kinetic m (v s) + potential Φ (u s)) = fun s =>
        (1 / 2) * (∑ i, m i * (v s i * v s i)) + (1 / 2) * ∑ i, u s i * (Φ *ᵥ u s) i := by
      funext s
      simp only [kinetic, potential, dotProduct, pow_two]
    rw [hfun]
    refine ((hk.const_mul (1 / 2)).fun_add (hp.const_mul (1 / 2))).congr_deriv ?_
    -- the power of the forces cancels the change of the potential energy
    have e1 : ∑ i, m i * (a t i * v t i + v t i * a t i) = -2 * (v t ⬝ᵥ Φ *ᵥ u t) := by
      simp only [dotProduct, Finset.mul_sum]
      refine Finset.sum_congr rfl fun i _ => ?_
      linear_combination 2 * v t i * h.newton t i
    have e2 : ∑ i, (v t i * (Φ *ᵥ u t) i + u t i * (Φ *ᵥ v t) i)
        = v t ⬝ᵥ Φ *ᵥ u t + u t ⬝ᵥ Φ *ᵥ v t := by
      simp only [dotProduct, Finset.sum_add_distrib]
    rw [e1, e2, form_symm hΦ (u t) (v t)]
    ring
  exact is_const_of_deriv_eq_zero (fun s => (hE s).differentiableAt) (fun s => (hE s).deriv) t 0
```

Displacements and velocities are differentiable, hence continuous, and so is $K-V$. This permits integration of the virial rate.

```lean
/-- Along a harmonic motion the difference `K - V` is continuous in time. -/
theorem continuous_diff (h : IsMotion m Φ u v a) :
    Continuous fun t => kinetic m (v t) - potential Φ (u t) := by
  have hu : Continuous u := continuous_pi fun i =>
    continuous_iff_continuousAt.2 fun t => (h.vel t i).continuousAt
  have hv : Continuous v := continuous_pi fun i =>
    continuous_iff_continuousAt.2 fun t => (h.acc t i).continuousAt
  simp only [kinetic, potential, dotProduct, Matrix.mulVec]
  fun_prop
```

## A bound on the virial

For one spring the bound contained the time $\sqrt{m/k}$. For several coordinates the proof uses $\tau=\sum_i\sqrt{m_i(\Phi^{-1})_{ii}}$, which is simple but not the smallest possible constant: for uncoupled springs of stiffness $k_i$ the largest $\sqrt{m_i/k_i}$ would do in place of the sum. The static compliance $(\Phi^{-1})_{ii}$ is the displacement of coordinate $i$ under a unit static force on that coordinate.

```lean
variable [DecidableEq n]

/-- The time `τ = ∑ √(mᵢ (Φ⁻¹)ᵢᵢ)` built from masses and static compliances, for invertible `Φ`. -/
def virialTime (m : n → ℝ) (Φ : Matrix n n ℝ) : ℝ := ∑ i, √(m i * Φ⁻¹ i i)
```

Let $\Phi$ be positive definite, which in Lean's `PosDef` includes symmetry, and let $s$ be the static response to a unit force on coordinate $i$, so that $\Phi s=e_i$, the $i$-th unit vector. For every real $r$,
$$0\le(x-rs)^{\mathsf T}\Phi(x-rs)=(\Phi^{-1})_{ii}r^2-2x_ir+x^{\mathsf T}\Phi x.$$
A quadratic that is never negative has discriminant at most zero, so $x_i^2\le2V(\Phi^{-1})_{ii}$.

```lean
/-- For positive definite force constants, the square of each displacement is at most twice the
potential energy times the static compliance of that coordinate. -/
theorem displacement_sq_le (hΦ : Φ.PosDef) (x : n → ℝ) (i : n) :
    x i ^ 2 ≤ 2 * potential Φ x * Φ⁻¹ i i := by
  have hsym : Φᵀ = Φ := by
    ext i j
    simpa using hΦ.isHermitian.apply i j
  have pos : ∀ y : n → ℝ, 0 ≤ y ⬝ᵥ Φ *ᵥ y := fun y => by
    simpa using hΦ.posSemidef.dotProduct_mulVec_nonneg y
  -- `s` is the static response to a unit force on coordinate `i`
  obtain ⟨s, hs⟩ : ∃ s : n → ℝ, s = fun j => Φ⁻¹ j i := ⟨_, rfl⟩
  have hcol : Φ *ᵥ s = fun k => (1 : Matrix n n ℝ) k i := by
    funext k
    rw [← Matrix.mul_nonsing_inv Φ hΦ.det_pos.ne'.isUnit]
    simp only [hs, Matrix.mulVec, dotProduct, Matrix.mul_apply]
  have hxs : ∀ y : n → ℝ, y ⬝ᵥ Φ *ᵥ s = y i := by
    intro y
    rw [hcol]
    simp [dotProduct, Matrix.one_apply]
  have hsx : s ⬝ᵥ Φ *ᵥ x = x i := by rw [form_symm hsym, hxs]
  have hsi : s i = Φ⁻¹ i i := by rw [hs]
  have hq : ∀ r : ℝ, 0 ≤ Φ⁻¹ i i * (r * r) + (-2 * x i) * r + x ⬝ᵥ Φ *ᵥ x := by
    intro r
    have h := pos (x - r • s)
    simp only [Matrix.mulVec_sub, Matrix.mulVec_smul, sub_dotProduct, dotProduct_sub,
      smul_dotProduct, dotProduct_smul, smul_eq_mul, hxs, hsx, Pi.sub_apply,
      Pi.smul_apply, hsi] at h
    linarith
  have hd := discrim_le_zero hq
  unfold discrim at hd
  unfold potential
  linarith
```

Now take any displacement $x$ and velocity $w$. With positive masses, each term of the kinetic energy satisfies $m_iw_i^2\le2K$, so
$$(m_ix_iw_i)^2\le m_i(\Phi^{-1})_{ii}\,4KV\le m_i(\Phi^{-1})_{ii}(K+V)^2.$$
The last step is $(K-V)^2\ge0$. Taking roots and summing over $i$ gives $|G|\le\tau(K+V)$. The compliance is non-negative, as `hc` shows by applying the previous bound to a displacement with all components equal to one.

```lean
/-- For positive masses and positive definite force constants, the virial is at most `τ` times
the total energy in absolute value. -/
theorem abs_virial_le (hm : ∀ i, 0 < m i) (hΦ : Φ.PosDef) (x w : n → ℝ) :
    |virial m x w| ≤ virialTime m Φ * (kinetic m w + potential Φ x) := by
  have hV : ∀ y : n → ℝ, 0 ≤ potential Φ y := fun y => by
    have h : 0 ≤ y ⬝ᵥ Φ *ᵥ y := by simpa using hΦ.posSemidef.dotProduct_mulVec_nonneg y
    unfold potential
    linarith
  have hK : 0 ≤ kinetic m w :=
    mul_nonneg (by norm_num) (Finset.sum_nonneg fun i _ => mul_nonneg (hm i).le (sq_nonneg _))
  unfold virial virialTime
  rw [Finset.sum_mul]
  refine (Finset.abs_sum_le_sum_abs _ _).trans (Finset.sum_le_sum fun i _ => ?_)
  have hc : 0 ≤ Φ⁻¹ i i := by
    have h1 : (1 : ℝ) ^ 2 ≤ 2 * potential Φ (fun _ => 1) * Φ⁻¹ i i :=
      displacement_sq_le hΦ (fun _ => 1) i
    by_contra hneg
    nlinarith [mul_nonneg (hV fun _ => 1) (neg_nonneg.2 (not_le.1 hneg).le)]
  have hw : m i * w i ^ 2 ≤ 2 * kinetic m w := by
    have h1 := Finset.single_le_sum (f := fun j => m j * w j ^ 2)
      (fun j _ => mul_nonneg (hm j).le (sq_nonneg _)) (Finset.mem_univ i)
    unfold kinetic
    linarith
  have hsq : (m i * (x i * w i)) ^ 2
      ≤ (m i * Φ⁻¹ i i) * (kinetic m w + potential Φ x) ^ 2 := by
    calc (m i * (x i * w i)) ^ 2 = m i * ((m i * w i ^ 2) * x i ^ 2) := by ring
      _ ≤ m i * ((2 * kinetic m w) * (2 * potential Φ x * Φ⁻¹ i i)) :=
        mul_le_mul_of_nonneg_left
          (mul_le_mul hw (displacement_sq_le hΦ x i) (sq_nonneg _) (by linarith)) (hm i).le
      _ = (m i * Φ⁻¹ i i) * (4 * kinetic m w * potential Φ x) := by ring
      _ ≤ _ := mul_le_mul_of_nonneg_left
        (by nlinarith [sq_nonneg (kinetic m w - potential Φ x)]) (mul_nonneg (hm i).le hc)
  have h2 := Real.abs_le_sqrt hsq
  rwa [Real.sqrt_mul' _ (sq_nonneg _), Real.sqrt_sq (add_nonneg hK (hV x))] at h2
```

## The rate and the limit

Let $E$ be the initial energy. Integrating $\dot G$ and bounding $G$ at both ends gives, for $T>0$,
$$\left|\frac1T\int_0^T(K-V)\,dt\right|=\frac{|G(T)-G(0)|}{2T}\le\frac{\tau E}{T}.$$
For a classical trajectory of a finite harmonic system with positive masses and positive definite $\Phi$, this bounds the average of $K-V$ left after a simulation of length $T$ without a thermostat, apart from time-step and sampling errors.

```lean
/-- For positive masses and positive definite force constants, the average of `K - V` over
`[0, T]` with `T > 0` is at most `τ E / T` in absolute value, `E` being the initial energy. -/
theorem abs_average_le (hm : ∀ i, 0 < m i) (hΦ : Φ.PosDef) (h : IsMotion m Φ u v a)
    {T : ℝ} (hT : 0 < T) :
    |timeAverage (fun t => kinetic m (v t) - potential Φ (u t)) T|
      ≤ virialTime m Φ * (kinetic m (v 0) + potential Φ (u 0)) / T := by
  have hsym : Φᵀ = Φ := by
    ext i j
    simpa using hΦ.isHermitian.apply i j
  -- the integral of `2 (K - V)` is the net change of the virial
  have hI := intervalIntegral.integral_eq_sub_of_hasDerivAt (a := 0) (b := T)
    (fun t _ => hasDerivAt_virial h t)
    ((continuous_const.mul (continuous_diff h)).intervalIntegrable 0 T)
  rw [intervalIntegral.integral_const_mul] at hI
  have h0 := abs_le.1 (abs_virial_le hm hΦ (u 0) (v 0))
  have h1 := abs_virial_le hm hΦ (u T) (v T)
  rw [energy_conserved hsym h T] at h1
  have h2 := abs_le.1 h1
  rw [timeAverage, abs_div, abs_of_pos hT]
  refine div_le_div_of_nonneg_right (abs_le.2 ⟨?_, ?_⟩) hT.le
  · linarith [h0.2, h2.1]
  · linarith [h0.1, h2.2]
```

The right-hand side tends to zero as $T\to\infty$, and the average is squeezed with it. `Tendsto … atTop (𝓝 0)` states this limit, for every motion with positive masses and positive definite $\Phi$.

```lean
/-- Harmonic virial theorem: for positive masses and positive definite force constants, the
average of kinetic minus potential energy over `[0, T]` tends to zero for every motion. -/
theorem virial_theorem (hm : ∀ i, 0 < m i) (hΦ : Φ.PosDef) (h : IsMotion m Φ u v a) :
    Tendsto (timeAverage fun t => kinetic m (v t) - potential Φ (u t)) atTop (𝓝 0) := by
  have hlim : Tendsto (fun T : ℝ =>
      virialTime m Φ * (kinetic m (v 0) + potential Φ (u 0)) / T) atTop (𝓝 0) :=
    tendsto_const_nhds.div_atTop tendsto_id
  refine squeeze_zero_norm' ?_ hlim
  filter_upwards [eventually_gt_atTop 0] with T hT
  exact abs_average_le hm hΦ h hT
```

## A free particle keeps its imbalance

Positive semidefinite force constants are not enough. For $\Phi=0$, $m=1$ and $u(t)=t$, the kinetic energy is $\frac12$ and the potential energy is zero, so the average of $K-V$ is $\frac12$ for every $T>0$. Here $G=t$ grows without bound. A crystal or molecule free to drift as a whole has such zero modes, so its force-constant matrix in Cartesian coordinates is not positive definite. The theorem still applies to the vibrations alone, described by the mass-weighted normal coordinates of the remaining modes with all $m_i=1$, provided that these modes have positive squared frequencies.

```lean
/-- A free particle of unit mass and unit velocity, with zero force constant, is a motion for
which the average of `K - V` over `[0, T]` equals `1/2` for every `T > 0`. -/
theorem free_particle_average :
    IsMotion (fun _ : Fin 1 => 1) 0 (fun t _ => t) (fun _ _ => 1) (fun _ _ => 0) ∧
      ∀ T : ℝ, 0 < T → timeAverage (fun t => kinetic (fun _ : Fin 1 => 1) (fun _ => 1)
        - potential (0 : Matrix (Fin 1) (Fin 1) ℝ) (fun _ => t)) T = 1 / 2 := by
  refine ⟨⟨fun t _ => hasDerivAt_id' t, fun t _ => hasDerivAt_const t 1, ?_⟩, ?_⟩
  · intro t i
    simp
  · intro T hT
    have hT' : T ≠ 0 := hT.ne'
    have hd : ∀ t : ℝ, kinetic (fun _ : Fin 1 => 1) (fun _ => 1)
        - potential (0 : Matrix (Fin 1) (Fin 1) ℝ) (fun _ => t) = 1 / 2 := by
      intro t
      simp [kinetic, potential]
    simp only [timeAverage, hd, intervalIntegral.integral_const, smul_eq_mul, sub_zero]
    exact mul_div_cancel_left₀ _ hT'

end

end HarmonicVirial
```

```lean
#print axioms HarmonicVirial.virial_theorem
#print axioms HarmonicVirial.free_particle_average
```

```
'HarmonicVirial.virial_theorem' depends on axioms: [propext, Classical.choice, Quot.sound]
'HarmonicVirial.free_particle_average' depends on axioms: [propext, Classical.choice, Quot.sound]
```
